# Self-energy and polarization from the derivatives of Ψ(G,W) with a scalar interaction

Take $F(x,y)=xy-y^2/2$ and set $y(x)=x$. The chain rule gives
$$\frac{d}{dx}F(x,y(x))=y+(x-y)\,y'(x)=x.$$
The response $y'$ drops out because $F$ is stationary in $y$ at $y=x$. Below, the interaction plays the part of $y$, and $G$ and the screened interaction $W$ play the part of $x$.

The variable $G$ stands for the Green's function. It lies in a real normed space $E$, so it may have many components. Interactions are real numbers, without frequency or spatial dependence.

```lean
import Mathlib

namespace ScalarLuttingerWard

noncomputable section

variable {E : Type*} [NormedAddCommGroup E] [NormedSpace ℝ E]
```

Write $u$ for a value of the unscreened interaction (the argument `v` in the next four definitions). The screening term is $S(W,u)=\tfrac12\left(W/u-1-\ln(W/u)\right)$.

```lean
/-- The screening term `(W/v - 1 - ln (W/v)) / 2`. -/
def screeningTerm (W v : ℝ) : ℝ := (W / v - 1 - Real.log (W / v)) / 2
```

The irreducible polarization $P(u,W)=1/u-1/W$ encodes the Dyson equation $W=u+uPW$.

```lean
/-- The irreducible polarization `P = 1/v - 1/W`. -/
def polarization (v W : ℝ) : ℝ := 1 / v - 1 / W
```

A given functional $\Phi(G,u)$ generates the screened interaction $u-2u^2\,\partial_u\Phi$, so $-2\,\partial_u\Phi$ acts as the reducible density response.

```lean
/-- The screened interaction `v - 2 v² ∂Φ/∂v` generated by the functional `Φ(G, v)`. -/
def screened (Φ : E × ℝ → ℝ) (G : E) (v : ℝ) : ℝ :=
  v - 2 * v ^ 2 * deriv (fun y => Φ (G, y)) v
```

The self-energy $\Sigma$ is the derivative of $\Phi$ in $G$ at fixed $u$, a continuous linear functional on $E$.

```lean
/-- The self-energy: the derivative of `Φ` with respect to `G` at fixed interaction `v`. -/
def selfEnergy (Φ : E × ℝ → ℝ) (G : E) (v : ℝ) : E →L[ℝ] ℝ :=
  fderiv ℝ (fun g => Φ (g, v)) G
```

Finally, let $v(G,W)$ be a function returning the unscreened interaction, and put $\Psi(G,W)=\Phi(G,v(G,W))-S(W,v(G,W))$.

```lean
/-- The functional `Ψ(G, W)`, obtained from `Φ(G, v)` with `v = v(G, W)` by subtracting
the screening term. -/
def Psi (Φ v : E × ℝ → ℝ) (G : E) (W : ℝ) : ℝ :=
  Φ (G, v (G, W)) - screeningTerm W (v (G, W))
```

## (a) The screening term along a path

Let $W=a(t)$ and $u=b(t)$ be differentiable at $t$, with $a/b>0$ there. Show that
$$\frac{d}{dt}S(a,b)=\tfrac12P(b,a)\,a'+\frac{b-a}{2b^2}\,b'.$$

**Solution.** With $q=a/b$, $S'=\tfrac12(1-1/q)\,q'$ and $q'=a'/b-ab'/b^2$. Multiplying out gives the two terms. Lean combines the quotient and logarithm rules, and `field_simp` and `ring` do the algebra.

```lean
/-- The rate of change of the screening term when `W` and `v` both vary along a path. -/
theorem screeningTerm_path {a b : ℝ → ℝ} {a' b' t : ℝ} (ha : HasDerivAt a a' t)
    (hb : HasDerivAt b b' t) (hpos : 0 < a t / b t) :
    HasDerivAt (fun s => screeningTerm (a s) (b s))
      (polarization (b t) (a t) / 2 * a' + (b t - a t) / (2 * b t ^ 2) * b') t := by
  have ha0 : a t ≠ 0 := by
    intro h
    rw [h] at hpos
    simp at hpos
  have hb0 : b t ≠ 0 := by
    intro h
    rw [h] at hpos
    simp at hpos
  have hq := ha.fun_div hb hb0
  have h := ((hq.sub_const 1).fun_sub (hq.log hpos.ne')).div_const 2
  unfold screeningTerm polarization
  refine h.congr_deriv ?_
  field_simp
  ring
```

## (b) Fixed screened interaction

For $W/u>0$, show that $\partial_uS(W,u)=(u-W)/(2u^2)$.

**Solution.** Put $a=W$ constant and $b(t)=t$ in (a).

```lean
/-- The derivative of the screening term with respect to `v` at fixed `W`. -/
theorem screeningTerm_deriv_v {W u : ℝ} (hpos : 0 < W / u) :
    HasDerivAt (fun y => screeningTerm W y) ((u - W) / (2 * u ^ 2)) u :=
  (screeningTerm_path (hasDerivAt_const u W) (hasDerivAt_id' u) hpos).congr_deriv (by simp)
```

## (c) The screening relation solved for the slope

For $u\neq0$, show that
$$W=u-2u^2\,\partial_u\Phi\iff\partial_u\Phi=\frac{u-W}{2u^2}.$$

**Solution.** Rearrange and divide by $2u^2\ne0$.

```lean
omit [NormedAddCommGroup E] [NormedSpace ℝ E] in
/-- For `v ≠ 0`, the relation `W = v - 2 v² ∂Φ/∂v` is the same as
`∂Φ/∂v = (v - W) / (2 v²)`. -/
theorem eq_screened_iff (Φ : E × ℝ → ℝ) (G : E) {W u : ℝ} (hu : u ≠ 0) :
    W = screened Φ G u ↔ deriv (fun y => Φ (G, y)) u = (u - W) / (2 * u ^ 2) := by
  have h2 : 2 * u ^ 2 ≠ 0 := by positivity
  rw [screened, eq_div_iff h2]
  constructor <;> intro h <;> linarith
```

## (d) Stationarity in the interaction

Let $\Phi(G,\cdot)$ be differentiable at $u$ and $W/u>0$. Show that
$$\partial_y\left[\Phi(G,y)-S(W,y)\right]_{y=u}=0\iff W=u-2u^2\,\partial_u\Phi.$$

**Solution.** By (b) the derivative is $\partial_u\Phi-(u-W)/(2u^2)$; apply (c). In Lean, uniqueness of the derivative gives the forward direction.

```lean
omit [NormedAddCommGroup E] [NormedSpace ℝ E] in
/-- At fixed `G` and `W`, the function `Φ(G, v)` minus the screening term is stationary in `v`
exactly when `W = v - 2 v² ∂Φ/∂v`. -/
theorem stationary_in_v_iff (Φ : E × ℝ → ℝ) (G : E) {W u : ℝ}
    (hΦ : DifferentiableAt ℝ (fun y => Φ (G, y)) u) (hpos : 0 < W / u) :
    HasDerivAt (fun y => Φ (G, y) - screeningTerm W y) 0 u ↔ W = screened Φ G u := by
  have hu : u ≠ 0 := by
    intro h
    rw [h] at hpos
    simp at hpos
  have h := hΦ.hasDerivAt.fun_sub (screeningTerm_deriv_v hpos)
  rw [eq_screened_iff Φ G hu]
  constructor
  · intro h0
    have := h0.unique h
    linarith
  · intro hp
    exact h.congr_deriv (by rw [hp]; ring)
```

## (e) Both derivatives of Ψ

Put $u=v(G,W)$. Assume that $\Phi$ is differentiable at $(G,u)$ and $v$ at $(G,W)$, that $W/u>0$, and that the screening relation holds at this point. Show that
$$D_G\Psi=\Sigma,\qquad\partial_W\Psi=-\tfrac12P(u,W).$$

**Solution.** Let $c=\partial_u\Phi-(u-W)/(2u^2)$, which vanishes by (c). For a direction $g\in E$, the chain rule and (a) give
$$D_G\Psi[g]=\Sigma[g]+c\,D_Gv[g],\qquad\partial_W\Psi=-\tfrac12P+c\,\partial_Wv.$$

In Lean, `D` is the total derivative of $\Phi$ and `A` that of $v$ in $G$. The step `hsplit` separates $(g,Ag)$ into $(g,0)$, which yields $\Sigma[g]$, and a multiple of $(0,1)$, which yields the response term. The existence of a suitable $v$ is assumed, and no diagrammatic construction of $\Phi$ enters.

```lean
/-- The derivatives of `Ψ(G, W)`: with respect to `G` it is the self-energy `∂Φ/∂G`, and with
respect to `W` it is `-P/2`. -/
theorem Psi_derivatives (Φ v : E × ℝ → ℝ) (G : E) (W : ℝ)
    (hΦ : DifferentiableAt ℝ Φ (G, v (G, W))) (hv : DifferentiableAt ℝ v (G, W))
    (hpos : 0 < W / v (G, W)) (hW : W = screened Φ G (v (G, W))) :
    HasFDerivAt (fun g => Psi Φ v g W) (selfEnergy Φ G (v (G, W))) G ∧
      HasDerivAt (fun w => Psi Φ v G w) (-polarization (v (G, W)) W / 2) W := by
  have hu : v (G, W) ≠ 0 := by
    intro h
    rw [h] at hpos
    simp at hpos
  have hp := (eq_screened_iff Φ G hu).1 hW
  have hD := hΦ.hasFDerivAt
  set D := fderiv ℝ Φ (G, v (G, W)) with hDdef
  -- the partial derivative of Φ in v, read off from its total derivative
  have hslope : HasDerivAt (fun y => Φ (G, y)) (D (0, 1)) (v (G, W)) :=
    HasFDerivAt.comp_hasDerivAt (f := fun y : ℝ => (G, y)) (v (G, W)) hD
      ((hasDerivAt_const _ G).prodMk (hasDerivAt_id' _))
  constructor
  · have ha : DifferentiableAt ℝ (fun g => v (g, W)) G :=
      DifferentiableAt.comp (g := v) (f := fun g : E => (g, W)) G hv (by fun_prop)
    have hA := ha.hasFDerivAt
    set A := fderiv ℝ (fun g => v (g, W)) G with hAdef
    have hS : HasFDerivAt (fun g => Φ (g, v (G, W)))
        (D.comp ((ContinuousLinearMap.id ℝ E).prod 0)) G :=
      HasFDerivAt.comp (f := fun g : E => (g, v (G, W))) G hD
        ((hasFDerivAt_id G).prodMk (hasFDerivAt_const _ G))
    have hC : HasFDerivAt (fun g => Φ (g, v (g, W)))
        (D.comp ((ContinuousLinearMap.id ℝ E).prod A)) G :=
      HasFDerivAt.comp (f := fun g : E => (g, v (g, W))) G hD
        ((hasFDerivAt_id G).prodMk hA)
    have hT : HasFDerivAt (fun g => screeningTerm W (v (g, W)))
        (((v (G, W) - W) / (2 * v (G, W) ^ 2)) • A) G :=
      HasDerivAt.comp_hasFDerivAt (f := fun g => v (g, W)) G (screeningTerm_deriv_v hpos) hA
    have hsum : HasFDerivAt (fun g => Psi Φ v g W) _ G := hC.sub hT
    refine hsum.congr_fderiv ?_
    rw [selfEnergy, hS.fderiv]
    refine ContinuousLinearMap.ext fun g => ?_
    -- the response of v to G drops out by stationarity
    have hsplit : (g, A g) = (g, (0 : ℝ)) + A g • ((0 : E), (1 : ℝ)) := by simp
    change D (g, A g) - (v (G, W) - W) / (2 * v (G, W) ^ 2) * A g = D (g, 0)
    rw [hsplit, map_add, map_smul, smul_eq_mul, ← hslope.deriv, hp]
    ring
  · have hb : DifferentiableAt ℝ (fun w => v (G, w)) W :=
      DifferentiableAt.comp (g := v) (f := fun w : ℝ => (G, w)) W hv (by fun_prop)
    have hC := HasDerivAt.comp (h₂ := fun y => Φ (G, y)) (h := fun w => v (G, w)) W
      hslope hb.hasDerivAt
    have hT := screeningTerm_path (hasDerivAt_id' W) hb.hasDerivAt hpos
    have hsum : HasDerivAt (fun w => Psi Φ v G w) _ W := hC.sub hT
    refine hsum.congr_deriv ?_
    -- the response of v to W drops out as well
    rw [← hslope.deriv, hp]
    ring
```

## (f) A single real G

For $E=\mathbb R$, show that $\partial_G\Psi=\partial_G\Phi(G,u)|_{u=v(G,W)}$, with $\partial_W\Psi$ as before.

**Solution.** A linear functional on $\mathbb R$ is multiplication by its value at $1$.

Watch the capital letter in `Φ (g, v (G, W))`: the interaction is frozen. Writing `v (g, W)` would add $\partial_u\Phi\,\partial_Gv$, which is not part of $\Sigma$.

```lean
/-- For a single real `G`, the ordinary derivatives are `∂Ψ/∂G = ∂Φ/∂G` and `∂Ψ/∂W = -P/2`. -/
theorem Psi_derivatives_scalar (Φ v : ℝ × ℝ → ℝ) (G W : ℝ)
    (hΦ : DifferentiableAt ℝ Φ (G, v (G, W))) (hv : DifferentiableAt ℝ v (G, W))
    (hpos : 0 < W / v (G, W)) (hW : W = screened Φ G (v (G, W))) :
    HasDerivAt (fun g => Psi Φ v g W) (deriv (fun g => Φ (g, v (G, W))) G) G ∧
      HasDerivAt (fun w => Psi Φ v G w) (-polarization (v (G, W)) W / 2) W := by
  obtain ⟨h1, h2⟩ := Psi_derivatives Φ v G W hΦ hv hpos hW
  exact ⟨by simpa [selfEnergy] using h1.hasDerivAt, h2⟩
```

## (g) Recovering a prescribed bare interaction

Keep the assumptions of (e), and let $W/v_0>0$ for a bare interaction $v_0$. Show that
$$\partial_W\left[\Psi(G,W)+S(W,v_0)\right]=0\iff v(G,W)=v_0.$$

**Solution.** By (e) and (a) the derivative is $\tfrac12(1/v_0-1/u)$.

```lean
/-- After adding the screening term of a prescribed interaction `v₀`, the functional `Ψ` is
stationary in `W` exactly when `v(G, W) = v₀`. -/
theorem stationary_in_W_iff (Φ v : E × ℝ → ℝ) (G : E) (W v₀ : ℝ)
    (hΦ : DifferentiableAt ℝ Φ (G, v (G, W))) (hv : DifferentiableAt ℝ v (G, W))
    (hpos : 0 < W / v (G, W)) (hW : W = screened Φ G (v (G, W))) (h₀ : 0 < W / v₀) :
    HasDerivAt (fun w => Psi Φ v G w + screeningTerm w v₀) 0 W ↔ v (G, W) = v₀ := by
  have h := (Psi_derivatives Φ v G W hΦ hv hpos hW).2.fun_add
    (screeningTerm_path (hasDerivAt_id' W) (hasDerivAt_const W v₀) h₀)
  constructor
  · intro h0
    have he := h0.unique h
    simp only [polarization, one_div] at he
    exact inv_injective (by linarith)
  · intro he
    exact h.congr_deriv (by rw [he]; ring)
```

## (h) Relations in an explicit model

Take real $G$ and $\Phi=\tfrac12\ln(1+uG^2)$.

```lean
/-- The model functional `Φ(G, v) = ½ ln (1 + v G²)`. -/
def ringPhi (x : ℝ × ℝ) : ℝ := 1 / 2 * Real.log (1 + x.2 * x.1 ^ 2)
```

Let $v(G,W)=W/(1-WG^2)$.

```lean
/-- The model interaction `v(G, W) = W / (1 - W G²)`. -/
def ringV (x : ℝ × ℝ) : ℝ := x.2 / (1 - x.2 * x.1 ^ 2)
```

For $W\ne0$ and $d=1-WG^2>0$, show that $1+uG^2=1/d$ and $W/u=d$, where $u=v(G,W)$.

**Solution.** Since $u=W/d$, $1+uG^2=(d+WG^2)/d=1/d$. The second relation is immediate.

```lean
/-- In the model, `1 + v G² = 1 / (1 - W G²)` and `W/v = 1 - W G²`. -/
theorem ring_relations {G W : ℝ} (hW : W ≠ 0) (h : W * G ^ 2 < 1) :
    1 + ringV (G, W) * G ^ 2 = (1 - W * G ^ 2)⁻¹ ∧ W / ringV (G, W) = 1 - W * G ^ 2 := by
  have hd : 1 - W * G ^ 2 ≠ 0 := (sub_pos.2 h).ne'
  have hu : ringV (G, W) = W / (1 - W * G ^ 2) := rfl
  rw [hu]
  constructor
  · field_simp
    ring
  · exact div_div_cancel₀ hW
```

## (i) The model meets the assumptions

For $W\ne0$ and $WG^2<1$, show that the model satisfies all assumptions of (e), in particular $u-2u^2\,\partial_u\Phi=W$.

**Solution.** The denominator $d$ and the logarithm's argument $1/d$ are positive, which gives differentiability, and $W/u=d>0$. Since $\partial_u\Phi=\tfrac12G^2d$ and $ud=W$, the left side is $u(1-WG^2)=ud=W$.

```lean
/-- The model `ringPhi`, `ringV` meets all the conditions on `Φ` and `v` whenever `W ≠ 0` and
`W G² < 1`. -/
theorem Psi_derivatives_witness {G W : ℝ} (hW : W ≠ 0) (h : W * G ^ 2 < 1) :
    DifferentiableAt ℝ ringPhi (G, ringV (G, W)) ∧ DifferentiableAt ℝ ringV (G, W) ∧
      0 < W / ringV (G, W) ∧ W = screened ringPhi G (ringV (G, W)) := by
  obtain ⟨h1, h2⟩ := ring_relations hW h
  have hd : 0 < 1 - W * G ^ 2 := by linarith
  have hd0 := hd.ne'
  have hne : 1 + ringV (G, W) * G ^ 2 ≠ 0 := by rw [h1]; exact inv_ne_zero hd0
  refine ⟨?_, ?_, by rw [h2]; exact hd, ?_⟩
  · unfold ringPhi
    fun_prop (disch := exact hne)
  · unfold ringV
    fun_prop (disch := exact hd0)
  · have hl : HasDerivAt (fun y : ℝ => 1 + y * G ^ 2) (G ^ 2) (ringV (G, W)) := by
      simpa using ((hasDerivAt_id' (ringV (G, W))).mul_const (G ^ 2)).const_add 1
    have hs : HasDerivAt (fun y => ringPhi (G, y))
        (1 / 2 * (G ^ 2 / (1 + ringV (G, W) * G ^ 2))) (ringV (G, W)) :=
      (hl.log hne).const_mul (1 / 2)
    have hu : ringV (G, W) = W / (1 - W * G ^ 2) := rfl
    rw [screened, hs.deriv, h1, hu]
    field_simp
```

## (j) The model functional in closed form

Under the same conditions, show that $\Psi(G,W)=\tfrac12G^2W$.

**Solution.** By (h), $\Psi=-\tfrac12\ln d-\tfrac12(d-1-\ln d)=\tfrac12(1-d)$.

Differentiation gives $\Sigma=GW$ and $P=-G^2$, a scalar, frequency-free analogue of the $GW$ approximation in electronic structure, with this model's signs.

```lean
/-- For the model `ringPhi`, `ringV`, the functional is `Ψ(G, W) = G² W / 2`. -/
theorem Psi_ring {G W : ℝ} (hW : W ≠ 0) (h : W * G ^ 2 < 1) :
    Psi ringPhi ringV G W = G ^ 2 * W / 2 := by
  obtain ⟨h1, h2⟩ := ring_relations hW h
  have he : ringPhi (G, ringV (G, W)) =
      1 / 2 * Real.log (1 + ringV (G, W) * G ^ 2) := rfl
  rw [Psi, screeningTerm, he, h1, h2, Real.log_inv]
  ring

end

end ScalarLuttingerWard
```

```lean
#print axioms ScalarLuttingerWard.stationary_in_v_iff
#print axioms ScalarLuttingerWard.Psi_derivatives_scalar
#print axioms ScalarLuttingerWard.stationary_in_W_iff
#print axioms ScalarLuttingerWard.Psi_ring
```

```
'ScalarLuttingerWard.stationary_in_v_iff' depends on axioms: [propext, Classical.choice, Quot.sound]
'ScalarLuttingerWard.Psi_derivatives_scalar' depends on axioms: [propext, Classical.choice, Quot.sound]
'ScalarLuttingerWard.stationary_in_W_iff' depends on axioms: [propext, Classical.choice, Quot.sound]
'ScalarLuttingerWard.Psi_ring' depends on axioms: [propext, Classical.choice, Quot.sound]
```
